# Finite-range force constants with a crystal symmetry S give unitarily equivalent dynamical matrices at q and Sq

Take a chain of identical atoms of unit mass joined by unit springs, with two atoms per cell and unit lattice constant. With Bloch phases taken from cell positions, the dynamical matrix has, between atoms 0 and 1, the entry $D(q)_{01}=-(1+e^{-iq})$. Inversion about atom 0 of the home cell leaves that atom in place but moves atom 1 to cell $-1$, and accordingly $D(-q)_{01}=-(1+e^{iq})$ is $D(q)_{01}$ times a phase $e^{iq}$.

I believe this is general: if an orthogonal $S$, an atom permutation $\pi$ and lattice shifts $L_k$ preserve the force constants, then $D(Sq)$ and $D(q)$ differ by a unitary transformation. Can this be made rigorous, phases included, and checked by machine?

## The phase comes from moving an atom back to the home cell

Yes, for finite-range force constants. First, the chain at $q=\pi/2$. Here $S=-1$, the atom permutation is the identity, $L_0=0$ and $L_1=-1$, so

$$D(q)=\begin{pmatrix}2&-1+i\\-1-i&2\end{pmatrix},\qquad D(-q)=\begin{pmatrix}2&-1-i\\-1+i&2\end{pmatrix}.$$

The phase is $e^{i(-q)(L_1-L_0)}=e^{i\pi/2}=i$, and indeed $i(-1+i)=-1-i$. With $U=\mathrm{diag}(-1,i)$ one finds $D(-q)=U D(q)U^\dagger$. Both matrices have eigenvalues $2\pm\sqrt2$.

In general, let $r(R)$ be the position of cell $R$, and let $\sigma$ be the map of cells induced by $S$, so that $r(\sigma R)=S\,r(R)$. Let $\Phi(R,k;R',k')$ be the real $d\times d$ force-constant block between atom $k$ in cell $R$ and atom $k'$ in cell $R'$, and define

$$D(q)_{kk'}=\sum_R\Phi(0,k;R,k')\,e^{iq\cdot r(R)}.$$

The symmetry, applied with the first atom in cell 0, says

$$\Phi(L_k,\pi k;\sigma R+L_{k'},\pi k')=S\,\Phi(0,k;R,k')\,S^T.$$

Translating both cells by $-L_k$ gives

$$\Phi(0,\pi k;\sigma R+L_{k'}-L_k,\pi k')=S\,\Phi(0,k;R,k')\,S^T.$$

In the sum for $D(Sq)_{\pi k,\pi k'}$, name the cells $\sigma R+L_{k'}-L_k$, which is a bijection. Since $Sq\cdot S\,r(R)=q\cdot r(R)$,

$$D(Sq)_{\pi k,\pi k'}=e^{iSq\cdot r(L_{k'}-L_k)}\,S\,D(q)_{kk'}\,S^T.$$

Let $U$ have the blocks $U_{\pi k,k}=e^{-iSq\cdot r(L_k)}S$ and zeros elsewhere. The diagonal blocks of $UU^\dagger$ are $SS^T=1$, and the others vanish because $\pi$ is a permutation. The phase splits into one factor from $U$ and one from $U^\dagger$, so $D(Sq)=U D(q)U^\dagger$.

## What the Lean statements assume

`ForceConstants` bundles the blocks with translation invariance and finite range; the sum in `dynBlock` runs over the nonzero blocks. `IsSymmetry` holds the orthogonality of $S$, its action on the lattice and the covariance of $\Phi$, which is assumed and not derived from an energy. `bloch` is the phase, `dynMatrix` is $D(q)$ and `symOp` is $U$. The full-matrix equivalence takes finitely many atoms per cell.

Phases use cell positions, not atomic positions, which makes $D$ periodic in reciprocal space. Masses do not appear: for phonon frequencies, $\Phi$ must already be divided by $\sqrt{M_kM_{k'}}$, which preserves covariance if $\pi$ exchanges only atoms of equal mass. Long-range dipolar forces in polar crystals are excluded.

Within this harmonic, finite-range model, the result lets a phonon calculation obtain $D(Sq)$ from $D(q)$ as $UD(q)U^\dagger$, where $U$ contains the atom permutation and the phases as well as $S$.

```lean
import Mathlib

open Matrix

namespace DynamicalMatrixSymmetry

noncomputable section

/-- Interatomic force constants `Φ R k R' k'` between atom `k` in cell `R` and atom `k'` in
cell `R'`: real `d × d` blocks, invariant under lattice translations and of finite range. -/
structure ForceConstants (d : ℕ) (Λ κ : Type*) [AddCommGroup Λ] where
  Φ : Λ → κ → Λ → κ → Matrix (Fin d) (Fin d) ℝ
  translation : ∀ T R k R' k', Φ (R + T) k (R' + T) k' = Φ R k R' k'
  finite_range : ∀ k k', Set.Finite {R : Λ | Φ 0 k R k' ≠ 0}

variable {d : ℕ} {Λ κ : Type*} [AddCommGroup Λ]

/-- The operation with orthogonal part `S`, acting on cells as `σ`, on atoms as `π` and with
lattice shifts `L`, is a symmetry of the force constants; `r` gives the positions of cells. -/
structure IsSymmetry (r : Λ →+ (Fin d → ℝ)) (F : ForceConstants d Λ κ)
    (S : Matrix (Fin d) (Fin d) ℝ) (σ : Λ ≃+ Λ) (π : Equiv.Perm κ) (L : κ → Λ) : Prop where
  orth : S * Sᵀ = 1
  lattice : ∀ R, r (σ R) = S *ᵥ r R
  covariant : ∀ R k R' k',
    F.Φ (σ R + L k) (π k) (σ R' + L k') (π k') = S * F.Φ R k R' k' * Sᵀ

/-- The Bloch phase `exp(i q·R)`. -/
def bloch (r : Λ →+ (Fin d → ℝ)) (q : Fin d → ℝ) (R : Λ) : ℂ :=
  Complex.exp (Complex.I * ((q ⬝ᵥ r R : ℝ) : ℂ))

/-- A real matrix read as a complex one. -/
abbrev cM : Matrix (Fin d) (Fin d) ℝ →+* Matrix (Fin d) (Fin d) ℂ :=
  Complex.ofRealHom.mapMatrix

/-- The block `D(q)_kk' = ∑_R Φ(0,k;R,k') exp(i q·R)`, summed over the range of the forces. -/
def dynBlock (r : Λ →+ (Fin d → ℝ)) (F : ForceConstants d Λ κ) (q : Fin d → ℝ) (k k' : κ) :
    Matrix (Fin d) (Fin d) ℂ :=
  ∑ R ∈ (F.finite_range k k').toFinset, bloch r q R • cM (F.Φ 0 k R k')

/-- The full matrix `D(q)`, indexed by atom and Cartesian direction. -/
def dynMatrix (r : Λ →+ (Fin d → ℝ)) (F : ForceConstants d Λ κ) (q : Fin d → ℝ) :
    Matrix (κ × Fin d) (κ × Fin d) ℂ :=
  fun a b => dynBlock r F q a.1 b.1 a.2 b.2

/-- The action on displacements: atom `k` is sent to `π k`, its displacement is transformed by `S`
and multiplied by the phase `exp(-i Sq·L_k)`. -/
def symOp [DecidableEq κ] (r : Λ →+ (Fin d → ℝ)) (S : Matrix (Fin d) (Fin d) ℝ)
    (π : Equiv.Perm κ) (L : κ → Λ) (q : Fin d → ℝ) : Matrix (κ × Fin d) (κ × Fin d) ℂ :=
  fun a b => if a.1 = π b.1 then bloch r (S *ᵥ q) (-(L b.1)) * (S a.2 b.2 : ℂ) else 0

variable {r : Λ →+ (Fin d → ℝ)} {F : ForceConstants d Λ κ} {S : Matrix (Fin d) (Fin d) ℝ}
  {σ : Λ ≃+ Λ} {π : Equiv.Perm κ} {L : κ → Λ}

/-- Bloch phases multiply when lattice vectors are added. -/
theorem bloch_add (q : Fin d → ℝ) (R T : Λ) :
    bloch r q (R + T) = bloch r q R * bloch r q T := by
  unfold bloch
  rw [← Complex.exp_add, map_add, dotProduct_add, Complex.ofReal_add, mul_add]

/-- Rotating both the wave vector and the lattice vector leaves the Bloch phase unchanged. -/
theorem bloch_rotate (h : IsSymmetry r F S σ π L) (q : Fin d → ℝ) (R : Λ) :
    bloch r (S *ᵥ q) (σ R) = bloch r q R := by
  have hS : Sᵀ * S = 1 := mul_eq_one_comm.mp h.orth
  unfold bloch
  rw [h.lattice, Matrix.dotProduct_mulVec, ← Matrix.mulVec_transpose, Matrix.mulVec_mulVec,
    hS, Matrix.one_mulVec]

/-- Block law: `D(Sq)_(πk,πk') = exp(i Sq·(L_k' - L_k)) S D(q)_kk' Sᵀ`. -/
theorem dynBlock_rotate (h : IsSymmetry r F S σ π L) (q : Fin d → ℝ) (k k' : κ) :
    dynBlock r F (S *ᵥ q) (π k) (π k') =
      bloch r (S *ᵥ q) (L k' - L k) • (cM S * dynBlock r F q k k' * cM Sᵀ) := by
  have hS : Sᵀ * S = 1 := mul_eq_one_comm.mp h.orth
  -- translate the first atom back to the home cell
  have key : ∀ R, F.Φ 0 (π k) (σ R + (L k' - L k)) (π k') = S * F.Φ 0 k R k' * Sᵀ := by
    intro R
    have h1 := F.translation (L k) 0 (π k) (σ R + (L k' - L k)) (π k')
    have h2 := h.covariant 0 k R k'
    have e : σ R + (L k' - L k) + L k = σ R + L k' := by abel
    rw [e] at h1
    rw [map_zero] at h2
    exact h1.symm.trans h2
  have hz : ∀ M : Matrix (Fin d) (Fin d) ℝ, S * M * Sᵀ = 0 → M = 0 := by
    intro M h0
    calc M = (Sᵀ * S) * M * (Sᵀ * S) := by rw [hS, one_mul, mul_one]
      _ = Sᵀ * (S * M * Sᵀ) * S := by simp only [mul_assoc]
      _ = 0 := by rw [h0, mul_zero, zero_mul]
  unfold dynBlock
  rw [Finset.mul_sum, Finset.sum_mul, Finset.smul_sum]
  symm
  -- relabel the cells in the Bloch sum
  refine Finset.sum_bij (fun R _ => σ R + (L k' - L k)) ?_ ?_ ?_ ?_
  · intro R hR
    rw [Set.Finite.mem_toFinset, Set.mem_ofPred_eq] at hR ⊢
    rw [key]
    exact fun h0 => hR (hz _ h0)
  · intro R _ R' _ hRR
    exact σ.injective (add_right_cancel hRR)
  · intro R' hR'
    have e : σ (σ.symm (R' - (L k' - L k))) + (L k' - L k) = R' := by
      rw [AddEquiv.apply_symm_apply, sub_add_cancel]
    refine ⟨σ.symm (R' - (L k' - L k)), ?_, e⟩
    rw [Set.Finite.mem_toFinset, Set.mem_ofPred_eq] at hR' ⊢
    intro h0
    apply hR'
    rw [← e, key, h0, mul_zero, zero_mul]
  · intro R _
    rw [key, bloch_add, bloch_rotate h, map_mul, map_mul, mul_smul_comm, smul_mul_assoc,
      smul_smul, mul_comm (bloch r (S *ᵥ q) (L k' - L k))]

variable [Fintype κ] [DecidableEq κ]

omit [Fintype κ] in
private theorem symOp_apply (q : Fin d → ℝ) (k : κ) (α β : Fin d) :
    symOp r S π L q (π k, α) (k, β) = bloch r (S *ᵥ q) (-(L k)) * (S α β : ℂ) := by
  simp [symOp]

private theorem bloch_conj (q : Fin d → ℝ) (R : Λ) :
    (starRingEnd ℂ) (bloch r q R) = bloch r q (-R) := by
  unfold bloch
  rw [← Complex.exp_conj, map_neg, dotProduct_neg, map_mul, Complex.conj_I,
    Complex.conj_ofReal, Complex.ofReal_neg, neg_mul, mul_neg]

private theorem symOp_mul_apply (q : Fin d → ℝ) (X : Matrix (κ × Fin d) (κ × Fin d) ℂ)
    (k : κ) (α : Fin d) (c : κ × Fin d) :
    (symOp r S π L q * X) (π k, α) c =
      bloch r (S *ᵥ q) (-(L k)) * ∑ β, (S α β : ℂ) * X (k, β) c := by
  rw [Matrix.mul_apply, Fintype.sum_prod_type, Finset.sum_eq_single k]
  · rw [Finset.mul_sum]
    exact Finset.sum_congr rfl fun β _ => by rw [symOp_apply, mul_assoc]
  · intro b _ hb
    exact Finset.sum_eq_zero fun β _ => by simp [symOp, hb.symm]
  · intro hk
    exact absurd (Finset.mem_univ k) hk

private theorem mul_symOp_apply (q : Fin d → ℝ) (X : Matrix (κ × Fin d) (κ × Fin d) ℂ)
    (k : κ) (β : Fin d) (c : κ × Fin d) :
    (X * (symOp r S π L q)ᴴ) c (π k, β) =
      bloch r (S *ᵥ q) (L k) * ∑ γ, X c (k, γ) * (S β γ : ℂ) := by
  rw [Matrix.mul_apply, Fintype.sum_prod_type, Finset.sum_eq_single k]
  · rw [Finset.mul_sum]
    refine Finset.sum_congr rfl fun γ _ => ?_
    rw [Matrix.conjTranspose_apply, symOp_apply]
    change _ * (starRingEnd ℂ) _ = _
    rw [map_mul, bloch_conj, neg_neg, Complex.conj_ofReal]
    ring
  · intro b _ hb
    exact Finset.sum_eq_zero fun γ _ => by
      simp [Matrix.conjTranspose_apply, symOp, hb.symm]
  · intro hk
    exact absurd (Finset.mem_univ k) hk

/-- The action of a symmetry on displacements is unitary. -/
theorem symOp_unitary (h : IsSymmetry r F S σ π L) (q : Fin d → ℝ) :
    symOp r S π L q ∈ Matrix.unitaryGroup (κ × Fin d) ℂ := by
  rw [Matrix.mem_unitaryGroup_iff, Matrix.star_eq_conjTranspose]
  ext ⟨a, α⟩ ⟨b, β⟩
  obtain ⟨k, rfl⟩ := π.surjective a
  obtain ⟨k', rfl⟩ := π.surjective b
  rw [mul_symOp_apply]
  by_cases hk : k = k'
  · subst hk
    have s : ∑ γ, symOp r S π L q (π k, α) (k, γ) * (S β γ : ℂ) =
        bloch r (S *ᵥ q) (-(L k)) * (((S * Sᵀ) α β : ℝ) : ℂ) := by
      rw [Matrix.mul_apply, Complex.ofReal_sum, Finset.mul_sum]
      refine Finset.sum_congr rfl fun γ _ => ?_
      rw [symOp_apply, Matrix.transpose_apply, Complex.ofReal_mul, mul_assoc]
    have p : bloch r (S *ᵥ q) (L k) * bloch r (S *ᵥ q) (-(L k)) = 1 := by
      rw [← bloch_add, add_neg_cancel]
      simp [bloch]
    rw [s, h.orth, ← mul_assoc, p, one_mul]
    by_cases hαβ : α = β <;> simp [Matrix.one_apply, hαβ]
  · simp [symOp, hk]

/-- Main theorem: `D(Sq) = U D(q) U†`, where `U` is the action of the symmetry on
displacements. -/
theorem dynMatrix_rotate (h : IsSymmetry r F S σ π L) (q : Fin d → ℝ) :
    dynMatrix r F (S *ᵥ q) =
      symOp r S π L q * dynMatrix r F q * (symOp r S π L q)ᴴ := by
  ext ⟨a, α⟩ ⟨b, β⟩
  obtain ⟨k, rfl⟩ := π.surjective a
  obtain ⟨k', rfl⟩ := π.surjective b
  change dynBlock r F (S *ᵥ q) (π k) (π k') α β = _
  rw [dynBlock_rotate h, mul_symOp_apply]
  simp only [symOp_mul_apply]
  rw [Matrix.smul_apply, smul_eq_mul, sub_eq_add_neg, bloch_add, Matrix.mul_apply,
    mul_assoc (bloch r (S *ᵥ q) (L k'))]
  congr 1
  rw [Finset.mul_sum]
  refine Finset.sum_congr rfl fun γ _ => ?_
  rw [Matrix.mul_apply]
  exact (mul_assoc _ _ _).symm

/-- `D(Sq)` and `D(q)` have the same characteristic polynomial. -/
theorem charpoly_rotate (h : IsSymmetry r F S σ π L) (q : Fin d → ℝ) :
    (dynMatrix r F (S *ᵥ q)).charpoly = (dynMatrix r F q).charpoly := by
  have hu : (symOp r S π L q)ᴴ * symOp r S π L q = 1 :=
    Matrix.mem_unitaryGroup_iff'.mp (symOp_unitary h q)
  rw [dynMatrix_rotate h, mul_assoc, Matrix.charpoly_mul_comm, mul_assoc, hu, mul_one]

omit [Fintype κ] [DecidableEq κ] in
/-- `D(q + G) = D(q)` for every reciprocal lattice vector `G`. -/
theorem dynMatrix_periodic (q G : Fin d → ℝ)
    (hG : ∀ R, ∃ n : ℤ, G ⬝ᵥ r R = 2 * Real.pi * n) :
    dynMatrix r F (q + G) = dynMatrix r F q := by
  have hb : ∀ R, bloch r (q + G) R = bloch r q R := by
    intro R
    obtain ⟨n, hn⟩ := hG R
    refine Complex.exp_eq_exp_iff_exists_int.mpr ⟨n, ?_⟩
    rw [add_dotProduct, hn]
    push_cast
    ring
  have hblock : ∀ k k', dynBlock r F (q + G) k k' = dynBlock r F q k k' := by
    intro k k'
    unfold dynBlock
    exact Finset.sum_congr rfl fun R _ => by rw [hb]
  ext a b
  exact congrFun (congrFun (hblock a.1 b.1) a.2) b.2

/-- If `S` maps `q` to itself up to a reciprocal lattice vector, the action of the symmetry on
displacements commutes with `D(q)`. -/
theorem little_group_commutes (h : IsSymmetry r F S σ π L) (q G : Fin d → ℝ)
    (hG : ∀ R, ∃ n : ℤ, G ⬝ᵥ r R = 2 * Real.pi * n) (hq : S *ᵥ q = q + G) :
    symOp r S π L q * dynMatrix r F q = dynMatrix r F q * symOp r S π L q := by
  have hu : (symOp r S π L q)ᴴ * symOp r S π L q = 1 :=
    Matrix.mem_unitaryGroup_iff'.mp (symOp_unitary h q)
  have h1 := dynMatrix_rotate h q
  rw [hq, dynMatrix_periodic q G hG] at h1
  calc symOp r S π L q * dynMatrix r F q
      = symOp r S π L q * dynMatrix r F q * ((symOp r S π L q)ᴴ * symOp r S π L q) := by
        rw [hu, mul_one]
    _ = (symOp r S π L q * dynMatrix r F q * (symOp r S π L q)ᴴ) * symOp r S π L q := by
        simp only [mul_assoc]
    _ = dynMatrix r F q * symOp r S π L q := by rw [← h1]

/-- Nearest-neighbour springs of unit stiffness, as a function of the separation in sites. -/
def springs (x : ℤ) : Matrix (Fin 1) (Fin 1) ℝ :=
  if x.natAbs = 0 then 2 else if x.natAbs = 1 then -1 else 0

/-- A chain with two atoms per cell, atom `k` of cell `R` being site `2R + k`. -/
def chain : ForceConstants 1 ℤ (Fin 2) where
  Φ R k R' k' := springs (2 * (R' - R) + ((k' : ℕ) : ℤ) - ((k : ℕ) : ℤ))
  translation T R k R' k' := by rw [add_sub_add_right_eq_sub]
  finite_range k k' := by
    refine (Set.finite_Icc (-1 : ℤ) 1).subset fun R hR => ?_
    by_contra hn
    rw [Set.mem_Icc] at hn
    have h1 := k.isLt
    have h2 := k'.isLt
    apply hR
    change springs (2 * (R - 0) + ((k' : ℕ) : ℤ) - ((k : ℕ) : ℤ)) = 0
    unfold springs
    rw [if_neg (by omega), if_neg (by omega)]

/-- Cell positions of the chain, with unit lattice constant. -/
def chainPos : ℤ →+ (Fin 1 → ℝ) where
  toFun n := fun _ => (n : ℝ)
  map_zero' := by ext; simp
  map_add' m n := by ext; simp

/-- Inversion about atom `0` is a symmetry of the chain, with shifts `L_0 = 0`, `L_1 = -1`. -/
theorem chain_inversion_witness :
    IsSymmetry chainPos chain (-1) (AddEquiv.neg ℤ) (Equiv.refl (Fin 2))
      (fun k => -((k : ℕ) : ℤ)) where
  orth := by simp
  lattice R := by
    change chainPos (-R) = _
    rw [map_neg, Matrix.neg_mulVec, Matrix.one_mulVec]
  covariant R k R' k' := by
    have even : ∀ x, springs (-x) = springs x := fun x => by simp [springs]
    rw [Matrix.transpose_neg, Matrix.transpose_one, neg_one_mul, mul_neg_one, neg_neg]
    change springs (2 * ((-R' + -((k' : ℕ) : ℤ)) - (-R + -((k : ℕ) : ℤ)))
      + ((k' : ℕ) : ℤ) - ((k : ℕ) : ℤ)) =
      springs (2 * (R' - R) + ((k' : ℕ) : ℤ) - ((k : ℕ) : ℤ))
    rw [← even (2 * (R' - R) + ((k' : ℕ) : ℤ) - ((k : ℕ) : ℤ))]
    congr 1
    ring

end

end DynamicalMatrixSymmetry
```

```lean
#print axioms DynamicalMatrixSymmetry.symOp_unitary
-- 'DynamicalMatrixSymmetry.symOp_unitary' depends on axioms: [propext, Classical.choice, Quot.sound]
#print axioms DynamicalMatrixSymmetry.dynMatrix_rotate
-- 'DynamicalMatrixSymmetry.dynMatrix_rotate' depends on axioms: [propext, Classical.choice, Quot.sound]
#print axioms DynamicalMatrixSymmetry.charpoly_rotate
-- 'DynamicalMatrixSymmetry.charpoly_rotate' depends on axioms: [propext, Classical.choice, Quot.sound]
#print axioms DynamicalMatrixSymmetry.little_group_commutes
-- 'DynamicalMatrixSymmetry.little_group_commutes' depends on axioms: [propext, Classical.choice, Quot.sound]
```

## How the proof follows the derivation

`bloch_add` and `bloch_rotate` supply the two phase rules. In `dynBlock_rotate`, `key` is the translated covariance relation, and `Finset.sum_bij` performs the relabelling. Because the sums are finite, it must also match their ranges: `hz` shows that rotation cannot turn a nonzero block into zero.

`symOp_mul_apply` and `mul_symOp_apply` reduce products with $U$ and $U^\dagger$ to the single atom that contributes. `symOp_unitary` and `dynMatrix_rotate` then compare entries, writing each row and column atom as some $\pi k$.

Cyclic invariance of the characteristic polynomial gives `charpoly_rotate`, hence equal eigenvalues with multiplicity. `dynMatrix_periodic` proves $D(q+G)=D(q)$ for $G\cdot r(R)\in2\pi\mathbb Z$. If $Sq=q+G$, `little_group_commutes` combines this periodicity with `dynMatrix_rotate` to give $UD(q)=D(q)U$. Finally, `chain_inversion_witness` verifies that inversion of the opening chain satisfies `IsSymmetry`, with different shifts for its two atoms.
